# Newton's method on a Morse bond converges below the inflection point and dissociates the bond above it

Let r be the bond length, r₀ its equilibrium value, D > 0 the well depth and a > 0 the range parameter, an inverse length. The Morse energy is

V(r) = D(1 − exp(−a(r − r₀)))².

All these quantities are real numbers, and r is not restricted to positive lengths.

```lean
import Mathlib

open Filter Topology

noncomputable section

namespace MorseNewton

/-- The Morse energy of a bond of length `r`, with well depth `D`, range parameter `a` and
equilibrium length `r₀`. -/
def morse (D a r₀ r : ℝ) : ℝ := D * (1 - Real.exp (-(a * (r - r₀)))) ^ 2
```

Newton's method for V′ = 0 repeats the full step

N(r) = r − V′(r)/V″(r),

with no line search, step limit or Hessian modification. In `newtonMap`, `deriv` is Mathlib's derivative, so gradient and curvature come from V itself. Lean sets division by zero to zero. To show that this convention is never used, the main theorem also proves that V″ ≠ 0 at every iterate when V″ ≠ 0 at the start.

```lean
/-- One Newton step for a stationary point of the energy `V`: gradient divided by curvature. -/
def newtonMap (V : ℝ → ℝ) (r : ℝ) : ℝ := r - deriv V r / deriv (deriv V) r
```

## Gradient, curvature and the inflection point

Write x = a(r − r₀) for the reduced elongation, e = exp(−x) and E = exp(x). The chain rule gives de/dr = −a e.

```lean
lemma hasDerivAt_decay (a r₀ r : ℝ) :
    HasDerivAt (fun s => Real.exp (-(a * (s - r₀)))) (-a * Real.exp (-(a * (r - r₀)))) r := by
  have h := ((((hasDerivAt_id' r).sub_const r₀).const_mul a).fun_neg).exp
  exact h.congr_deriv (by ring)
```

Differentiating D(1 − e)² therefore gives

V′ = 2Da e(1 − e).

```lean
/-- The gradient of the Morse energy. -/
theorem deriv_morse (D a r₀ r : ℝ) : deriv (morse D a r₀) r =
    2 * D * a * Real.exp (-(a * (r - r₀))) * (1 - Real.exp (-(a * (r - r₀)))) := by
  have h := (((hasDerivAt_decay a r₀ r).const_sub 1).fun_pow 2).const_mul D
  have h' : HasDerivAt (morse D a r₀) _ r := h
  rw [h'.deriv]
  norm_num
  ring
```

The product rule, applied to e(1 − e), gives

V″ = 2Da² e(2e − 1).

```lean
/-- The curvature of the Morse energy. -/
theorem deriv2_morse (D a r₀ r : ℝ) : deriv (deriv (morse D a r₀)) r =
    2 * D * a ^ 2 * Real.exp (-(a * (r - r₀))) * (2 * Real.exp (-(a * (r - r₀))) - 1) := by
  rw [funext (deriv_morse D a r₀)]
  have he := hasDerivAt_decay a r₀ r
  have h := (he.const_mul (2 * D * a)).fun_mul (he.const_sub 1)
  rw [h.deriv]
  ring
```

The curvature vanishes where E = 2, at r = r₀ + log 2/a. Here and below, log 2/a means the natural logarithm of 2 divided by a. Below it, E < 2.

```lean
lemma exp_lt_two {a r₀ r : ℝ} (ha : 0 < a) (h : r < r₀ + Real.log 2 / a) :
    Real.exp (a * (r - r₀)) < 2 := by
  have h1 : r - r₀ < Real.log 2 / a := by linarith
  rw [lt_div_iff₀ ha] at h1
  exact (Real.lt_log_iff_exp_lt (by norm_num)).1 (by linarith)
```

Above it, E > 2.

```lean
lemma two_lt_exp {a r₀ r : ℝ} (ha : 0 < a) (h : r₀ + Real.log 2 / a < r) :
    2 < Real.exp (a * (r - r₀)) := by
  have h1 : Real.log 2 / a < r - r₀ := by linarith
  rw [div_lt_iff₀ ha] at h1
  exact (Real.log_lt_iff_lt_exp (by norm_num)).1 (by linarith)
```

The two exponentials are linked by E e = 1.

```lean
lemma exp_mul_decay (x : ℝ) : Real.exp x * Real.exp (-x) = 1 := by
  rw [← Real.exp_add, add_neg_cancel, Real.exp_zero]
```

Hence 2e − 1 = e(2 − E), and V″ has the sign of 2 − E: positive below the inflection point, negative above. The proof multiplies the inequality between E and 2 by e > 0.

```lean
/-- The curvature is positive below the inflection point `r₀ + log 2 / a` and negative
above it. -/
theorem curvature_sign {D a : ℝ} (hD : 0 < D) (ha : 0 < a) (r₀ r : ℝ) :
    (r < r₀ + Real.log 2 / a → 0 < deriv (deriv (morse D a r₀)) r) ∧
    (r₀ + Real.log 2 / a < r → deriv (deriv (morse D a r₀)) r < 0) := by
  have hp := Real.exp_pos (-(a * (r - r₀)))
  have h1 := exp_mul_decay (a * (r - r₀))
  rw [deriv2_morse]
  constructor
  · intro h
    have h2 := mul_lt_mul_of_pos_right (exp_lt_two ha h) hp
    exact mul_pos (by positivity) (by linarith)
  · intro h
    have h2 := mul_lt_mul_of_pos_right (two_lt_exp ha h) hp
    exact mul_neg_of_pos_of_neg (by positivity) (by linarith)
```

## The displacement equation

Let d = N(r) − r. Cancelling 2Da e between gradient and curvature gives a d(2e − 1) = −(1 − e), and multiplying by E gives

(2 − E) a d = 1 − E.

The Lean proof names the exponentials `e` and `E` and the quotient `q` = −d. It then does this cancellation and multiplication, leaving the algebra to `linear_combination`.

```lean
/-- Away from the inflection point, the Newton displacement `d` of a Morse bond obeys
`(2 - exp x) a d = 1 - exp x`, where `x = a (r - r₀)` is the reduced elongation. -/
theorem newton_displacement {D a r₀ r : ℝ} (hD : D ≠ 0) (ha : a ≠ 0)
    (h : Real.exp (a * (r - r₀)) ≠ 2) :
    (2 - Real.exp (a * (r - r₀))) * (a * (newtonMap (morse D a r₀) r - r)) =
      1 - Real.exp (a * (r - r₀)) := by
  have hE := exp_mul_decay (a * (r - r₀))
  have he := (Real.exp_pos (-(a * (r - r₀)))).ne'
  unfold newtonMap
  rw [deriv2_morse, deriv_morse]
  generalize Real.exp (-(a * (r - r₀))) = e at *
  generalize Real.exp (a * (r - r₀)) = E at *
  have h2 : 2 * e - 1 ≠ 0 := fun h0 => h (by linear_combination 2 * hE - E * h0)
  have hne : 2 * D * a ^ 2 * e * (2 * e - 1) ≠ 0 := by
    simp [hD, ha, he, h2]
  have hq := div_mul_cancel₀ (2 * D * a * e * (1 - e)) hne
  generalize 2 * D * a * e * (1 - e) / (2 * D * a ^ 2 * e * (2 * e - 1)) = q at *
  -- cancel the common factor of gradient and curvature
  have h3 : q * a * (2 * e - 1) = 1 - e := by
    have hc : 2 * D * a * e ≠ 0 := by simp [hD, ha, he]
    apply mul_left_cancel₀ hc
    linear_combination hq
  linear_combination (-E) * h3 + (2 * a * q + 1) * hE
```

## One step from each region

Below the inflection point, adding (2 − E)x to both sides gives

(2 − E) a(N(r) − r₀) = (1 + x − E) + (1 − E)x.

The first term is at most 0 because exp(x) ≥ 1 + x, and the second because 1 − E and x never have the same sign (`hsign`). Since 2 − E > 0, N(r) ≤ r₀. A start just below the inflection point may be thrown far into compression, even to a negative length.

```lean
/-- From any bond length below the inflection point, one Newton step lands at or below the
equilibrium length. -/
theorem newton_le_equilibrium {D a r₀ r : ℝ} (hD : 0 < D) (ha : 0 < a)
    (h : r < r₀ + Real.log 2 / a) : newtonMap (morse D a r₀) r ≤ r₀ := by
  have hE := exp_lt_two ha h
  have hs := newton_displacement hD.ne' ha.ne' hE.ne
  have hx := Real.add_one_le_exp (a * (r - r₀))
  have hsign : (1 - Real.exp (a * (r - r₀))) * (a * (r - r₀)) ≤ 0 := by
    rcases le_total 0 (a * (r - r₀)) with h0 | h0
    · exact mul_nonpos_of_nonpos_of_nonneg (by linarith) h0
    · have h1 := Real.exp_le_one_iff.2 h0
      exact mul_nonpos_of_nonneg_of_nonpos (by linarith) h0
  by_contra hc
  have h1 : 0 < a * (newtonMap (morse D a r₀) r - r₀) := mul_pos ha (by linarith)
  have h2 := mul_pos (sub_pos.2 hE) h1
  linarith
```

If r ≤ r₀, then E ≤ 1, so a d = (1 − E)/(2 − E) ≥ 0 and the step does not shorten the bond.

```lean
/-- From a compressed or relaxed bond, a Newton step never shortens the bond. -/
theorem le_newton_of_compressed {D a r₀ r : ℝ} (hD : 0 < D) (ha : 0 < a) (h : r ≤ r₀) :
    r ≤ newtonMap (morse D a r₀) r := by
  have hE : Real.exp (a * (r - r₀)) ≤ 1 :=
    Real.exp_le_one_iff.2 (mul_nonpos_of_nonneg_of_nonpos ha.le (by linarith))
  have hs := newton_displacement hD.ne' ha.ne' (by linarith : Real.exp (a * (r - r₀)) < 2).ne
  by_contra hc
  have h1 : 0 < a * (r - newtonMap (morse D a r₀) r) := mul_pos ha (by linarith)
  have h2 := mul_pos (by linarith : 0 < 2 - Real.exp (a * (r - r₀))) h1
  linarith
```

Above the inflection point,

a d = (E − 1)/(E − 2) = 1 + 1/(E − 2) > 1,

so each step lengthens the bond by more than 1/a. Lean proves a d > 1 by contradiction, without dividing by E − 2, and then divides by a.

```lean
/-- Beyond the inflection point, every Newton step stretches the bond by more than `1 / a`. -/
theorem newton_stretches {D a r₀ r : ℝ} (hD : 0 < D) (ha : 0 < a)
    (h : r₀ + Real.log 2 / a < r) : r + 1 / a < newtonMap (morse D a r₀) r := by
  have hE := two_lt_exp ha h
  have hs := newton_displacement hD.ne' ha.ne' hE.ne'
  have h1 : 1 < a * (newtonMap (morse D a r₀) r - r) := by
    by_contra hc
    have h2 := mul_nonneg (sub_pos.2 hE).le (sub_nonneg.2 (not_lt.1 hc))
    linarith
  have h3 : 1 / a < newtonMap (morse D a r₀) r - r := by
    rw [div_lt_iff₀ ha]
    linarith
  linarith
```

## The fate of the iterates

Let s_k be the k-th iterate, with s_0 = r; in Lean it is `(newtonMap (morse D a r₀))^[k] r`.

If r < r₀ + log 2/a, then s_k ≤ r₀ for k ≥ 1, and from there on the sequence is nondecreasing. It therefore has a limit L. In the displacement equation s_{k+1} − s_k → 0, which leaves

0 = 1 − exp(a(L − r₀)),

so L = r₀. If r > r₀ + log 2/a, induction gives s_k ≥ r + k/a, which is unbounded.

The theorem states both implications, each with the sign of the curvature at every iterate. `𝓝 r₀` expresses convergence to r₀, and the final `atTop` divergence to +∞. A start exactly at the inflection point is excluded, and no rate of convergence is given. In the proof, `hle` and `hmono` supply the bound and the monotonicity, and `tendsto_nhds_unique` equates the limits of the two sides.

```lean
/-- Newton iterates on a Morse bond converge to the equilibrium length from every start below
the inflection point and tend to infinity from every start above it. The curvature stays
positive along the first kind of run and negative along the second. -/
theorem newton_morse_dichotomy {D a : ℝ} (hD : 0 < D) (ha : 0 < a) (r₀ r : ℝ) :
    (r < r₀ + Real.log 2 / a →
      (∀ k : ℕ, 0 < deriv (deriv (morse D a r₀)) ((newtonMap (morse D a r₀))^[k] r)) ∧
      Tendsto (fun k : ℕ => (newtonMap (morse D a r₀))^[k] r) atTop (𝓝 r₀)) ∧
    (r₀ + Real.log 2 / a < r →
      (∀ k : ℕ, deriv (deriv (morse D a r₀)) ((newtonMap (morse D a r₀))^[k] r) < 0) ∧
      Tendsto (fun k : ℕ => (newtonMap (morse D a r₀))^[k] r) atTop atTop) := by
  have hl : 0 < Real.log 2 / a := div_pos (Real.log_pos (by norm_num)) ha
  have hsucc := fun k : ℕ => Function.iterate_succ_apply' (newtonMap (morse D a r₀)) k r
  constructor
  · intro h
    have hb : ∀ k : ℕ, (newtonMap (morse D a r₀))^[k] r < r₀ + Real.log 2 / a := by
      intro k
      induction k with
      | zero => exact h
      | succ k ih =>
        rw [hsucc]
        linarith [newton_le_equilibrium hD ha ih]
    refine ⟨fun k => (curvature_sign hD ha r₀ _).1 (hb k), ?_⟩
    -- after the first step the iterates never decrease and are bounded by the equilibrium length
    have hle : ∀ k : ℕ, (newtonMap (morse D a r₀))^[k + 1] r ≤ r₀ := by
      intro k
      rw [hsucc]
      exact newton_le_equilibrium hD ha (hb k)
    have hmono : Monotone (fun k : ℕ => (newtonMap (morse D a r₀))^[k + 1] r) := by
      refine monotone_nat_of_le_succ fun k => ?_
      rw [hsucc (k + 1)]
      exact le_newton_of_compressed hD ha (hle k)
    have hlim := tendsto_atTop_ciSup hmono ⟨r₀, by rintro _ ⟨k, rfl⟩; exact hle k⟩
    generalize (⨆ k : ℕ, (newtonMap (morse D a r₀))^[k + 1] r) = L at hlim
    have hT := (tendsto_add_atTop_iff_nat
      (f := fun k : ℕ => (newtonMap (morse D a r₀))^[k] r) 1).1 hlim
    -- the displacement equation passes to the limit and identifies it
    have hexp := (Real.continuous_exp.tendsto _).comp ((hT.sub_const r₀).const_mul a)
    have hleft := (hexp.const_sub 2).mul ((hlim.sub hT).const_mul a)
    have hright := hexp.const_sub 1
    have heq := tendsto_nhds_unique (hleft.congr fun k => by
      have hs := newton_displacement hD.ne' ha.ne' (exp_lt_two ha (hb k)).ne
      rw [← hsucc] at hs
      exact hs) hright
    have h1 : Real.exp (a * (L - r₀)) = 1 := by
      rw [sub_self, mul_zero, mul_zero] at heq
      linarith
    have h2 := (mul_eq_zero.1 (Real.exp_eq_one_iff _ |>.1 h1)).resolve_left ha.ne'
    rwa [sub_eq_zero.1 h2] at hT
  · intro h
    have hinv : 0 < 1 / a := by positivity
    have hb : ∀ k : ℕ, r + (k : ℝ) / a ≤ (newtonMap (morse D a r₀))^[k] r := by
      intro k
      induction k with
      | zero => simp
      | succ k ih =>
        have hk : 0 ≤ (k : ℝ) / a := by positivity
        rw [hsucc]
        have hlt : r₀ + Real.log 2 / a < (newtonMap (morse D a r₀))^[k] r := by linarith
        have hs := newton_stretches hD ha hlt
        push_cast
        rw [add_div]
        linarith
    refine ⟨fun k => (curvature_sign hD ha r₀ _).2 ?_, ?_⟩
    · have hk : 0 ≤ (k : ℝ) / a := by positivity
      linarith [hb k]
    · exact tendsto_atTop_mono hb (tendsto_atTop_add_const_left _ r
        (tendsto_natCast_atTop_atTop.atTop_div_const ha))
```

## A vanishing gradient without a minimum

Along the dissociating run e → 0, so

V′(s_k) = 2Da e(1 − e) → 0 and V(s_k) = D(1 − e)² → D.

The proof composes the divergence just established with exp(−x) → 0 and takes limits in the two formulas.

For geometry optimisation, this one-coordinate model with exact arithmetic and undamped steps shows that a stopping test on the gradient alone, with any positive threshold, is eventually met on the dissociation plateau. The negative sign of the curvature at every iterate distinguishes such a run from one approaching the minimum, although the magnitude of V″ = 2Da² e(2e − 1) also tends to zero as e → 0.

```lean
/-- From every start above the inflection point, the gradient along the Newton iterates tends
to zero while the energy tends to the well depth `D`. -/
theorem false_convergence {D a r₀ r : ℝ} (hD : 0 < D) (ha : 0 < a)
    (h : r₀ + Real.log 2 / a < r) :
    Tendsto (fun k : ℕ => deriv (morse D a r₀) ((newtonMap (morse D a r₀))^[k] r))
      atTop (𝓝 0) ∧
    Tendsto (fun k : ℕ => morse D a r₀ ((newtonMap (morse D a r₀))^[k] r)) atTop (𝓝 D) := by
  have hT := ((newton_morse_dichotomy hD ha r₀ r).2 h).2
  have hx : Tendsto (fun k : ℕ => a * ((newtonMap (morse D a r₀))^[k] r - r₀))
      atTop atTop := by
    simp only [sub_eq_add_neg]
    exact (tendsto_atTop_add_const_right _ (-r₀) hT).const_mul_atTop ha
  have he := Real.tendsto_exp_neg_atTop_nhds_zero.comp hx
  constructor
  · have h1 := (he.const_mul (2 * D * a)).mul (he.const_sub 1)
    rw [mul_zero, zero_mul] at h1
    exact h1.congr fun k => (deriv_morse D a r₀ _).symm
  · have h1 := ((he.const_sub 1).pow 2).const_mul D
    rw [sub_zero, one_pow, mul_one] at h1
    exact h1

end MorseNewton
```

```lean
#print axioms MorseNewton.newton_morse_dichotomy
-- 'MorseNewton.newton_morse_dichotomy' depends on axioms: [propext, Classical.choice, Quot.sound]
#print axioms MorseNewton.false_convergence
-- 'MorseNewton.false_convergence' depends on axioms: [propext, Classical.choice, Quot.sound]
```
